# The Numerov residual divided by $h^6$ tends to $-y^{(6)}(x)/240$

In a non-relativistic atomic structure calculation with a central potential, the reduced radial orbital $y(r)$, which is $r$ times the radial factor of the orbital, obeys an equation $y''=w\,y+s$. Here $w$ contains the centrifugal term, the potential and the orbital energy, and $s$ may hold an exchange source. On a uniform grid of step $h$, the Numerov method links the values at three neighbouring points. In general the exact $y$ doesn't satisfy this link exactly, and the question is how large the mismatch is for small $h$. The title gives the answer as $h\to0$ at a fixed point $x$ where $y$ is six times continuously differentiable.

In Lean 4 with Mathlib:

```lean
import Mathlib

open Filter Topology Asymptotics

namespace NumerovLocalError

noncomputable section
```

Mathlib is loaded, along with the notation for limits and for $o(\cdot)$. In what follows, `𝓝 x` means "near $x$", and `𝓝[≠] 0` means "near 0 but not at 0", so $h$ may have either sign.

```lean
/-- The Numerov residual of `y` at the point `x` with step `h`. -/
def numerovResidual (y : ℝ → ℝ) (x h : ℝ) : ℝ :=
  y (x + h) - 2 * y x + y (x - h)
    - h ^ 2 / 12 * (deriv (deriv y) (x + h) + 10 * deriv (deriv y) x + deriv (deriv y) (x - h))
```

This is the residual
$$R(h)=y(x+h)-2y(x)+y(x-h)-\tfrac{h^2}{12}\left[y''(x+h)+10y''(x)+y''(x-h)\right].$$
The second derivative is the true one, written `deriv (deriv y)`.

```lean
/-- The residual of the symmetric three-point formula that gives the second derivative
weight `c` at the outer points and `1 - 2c` at the centre. -/
def weightedResidual (c : ℝ) (y : ℝ → ℝ) (x h : ℝ) : ℝ :=
  y (x + h) - 2 * y x + y (x - h)
    - h ^ 2 * (c * deriv (deriv y) (x + h) + (1 - 2 * c) * deriv (deriv y) x
      + c * deriv (deriv y) (x - h))
```

Here the outer points carry a free weight $c$ and the centre carries $1-2c$. Numerov's choice is $c=1/12$; $c=0$ gives the plain second difference.

```lean
/-- The defect left when `y` is inserted in the three-term Numerov recursion for
`y'' = w y + s`. -/
def recursionDefect (w s y : ℝ → ℝ) (x h : ℝ) : ℝ :=
  (1 - h ^ 2 / 12 * w (x + h)) * y (x + h) - 2 * (1 + 5 * h ^ 2 / 12 * w x) * y x
    + (1 - h ^ 2 / 12 * w (x - h)) * y (x - h)
    - h ^ 2 / 12 * (s (x + h) + 10 * s x + s (x - h))
```

This is the three-term recursion as a program would use it, with $w$ and $s$ in place of $y''$. The exact $y$ is inserted, and the defect is what remains.

```lean
/-- If `f` is `n + 1` times continuously differentiable at `x`, then its derivative is `n` times
continuously differentiable at `x`. -/
theorem contDiffAt_deriv {f : ℝ → ℝ} {x : ℝ} {n : ℕ}
    (hf : ContDiffAt ℝ ((n + 1 : ℕ) : WithTop ℕ∞) f x) :
    ContDiffAt ℝ (n : WithTop ℕ∞) (deriv f) x := by
  have h1 : ContDiffAt ℝ (n : WithTop ℕ∞) (fderiv ℝ f) x :=
    hf.fderiv_right (Nat.cast_succ n).ge
  exact h1.clm_apply (contDiffAt_const (c := (1 : ℝ)))
```

If $f$ is $n+1$ times continuously differentiable at $x$, then $f'$ is $n$ times so. For these finite orders, `ContDiffAt` at a point implies the same smoothness in a neighbourhood.

```lean
/-- A function that vanishes at zero and whose derivative is `o(h^n)` is itself `o(h^(n+1))`. -/
theorem isLittleO_of_deriv {g g' : ℝ → ℝ} {n : ℕ}
    (hg : ∀ᶠ t in 𝓝 (0 : ℝ), HasDerivAt g (g' t) t) (h0 : g 0 = 0)
    (ho : g' =o[𝓝 0] fun h => h ^ n) : g =o[𝓝 0] fun h => h ^ (n + 1) := by
  rw [isLittleO_iff]
  intro c hc
  obtain ⟨δ, hδ, hb⟩ := Metric.eventually_nhds_iff.1 (hg.and (ho.def hc))
  refine Metric.eventually_nhds_iff.2 ⟨δ, hδ, fun t ht => ?_⟩
  rw [Real.dist_eq, sub_zero] at ht
  have hab : ∀ s ∈ Metric.closedBall (0 : ℝ) |t|, |s| ≤ |t| := by
    intro s hs
    rwa [mem_closedBall_zero_iff, Real.norm_eq_abs] at hs
  have near : ∀ s ∈ Metric.closedBall (0 : ℝ) |t|, dist s 0 < δ := by
    intro s hs
    rw [Real.dist_eq, sub_zero]
    exact (hab s hs).trans_lt ht
  have bound : ∀ s ∈ Metric.closedBall (0 : ℝ) |t|, ‖g' s‖ ≤ c * |t| ^ n := by
    intro s hs
    calc ‖g' s‖ ≤ c * ‖s ^ n‖ := (hb (near s hs)).2
      _ = c * |s| ^ n := by rw [norm_pow, Real.norm_eq_abs]
      _ ≤ c * |t| ^ n :=
        mul_le_mul_of_nonneg_left (pow_le_pow_left₀ (abs_nonneg s) (hab s hs) n) hc.le
  -- the mean value inequality on the interval of radius |t|
  have key := Convex.norm_image_sub_le_of_norm_hasDerivWithin_le
    (fun s hs => (hb (near s hs)).1.hasDerivWithinAt) bound (convex_closedBall (0 : ℝ) |t|)
    (x := 0) (y := t) (by simp) (by simp)
  simp only [h0, sub_zero] at key
  calc ‖g t‖ ≤ c * |t| ^ n * ‖t‖ := key
    _ = c * ‖t ^ (n + 1)‖ := by rw [norm_pow, Real.norm_eq_abs]; ring
```

Suppose $g(0)=0$ and $g'(h)=o(h^n)$. Given $c>0$, we have $|g'(u)|\le c|u|^n\le c|t|^n$ for all $|u|\le|t|$ once $t$ is small. The mean value inequality, named `key`, then gives $|g(t)|\le c|t|^{n+1}$, which is $g(h)=o(h^{n+1})$.

```lean
private theorem tendsto_shift (x : ℝ) : Tendsto (fun h : ℝ => x + h) (𝓝 0) (𝓝 x) :=
  Continuous.tendsto' (by fun_prop) 0 x (by simp)
```

As $h\to0$, $x+h\to x$.

```lean
/-- Taylor's formula with Peano remainder: an `n` times continuously differentiable function
agrees with its Taylor polynomial of degree `n` up to `o(h^n)`. -/
theorem taylor_peano (n : ℕ) : ∀ {f : ℝ → ℝ} {x : ℝ}, ContDiffAt ℝ (n : WithTop ℕ∞) f x →
    (fun h => f (x + h) - ∑ k ∈ Finset.range (n + 1),
      iteratedDeriv k f x * h ^ k / (Nat.factorial k : ℝ)) =o[𝓝 0] fun h : ℝ => h ^ n := by
  induction n with
  | zero =>
    intro f x hf
    have hc := (hf.continuousAt.tendsto.comp (tendsto_shift x)).sub_const (f x)
    rw [sub_self] at hc
    simp only [zero_add, Finset.sum_range_one, iteratedDeriv_zero, pow_zero,
      Nat.factorial_zero, Nat.cast_one, mul_one, div_one]
    rw [isLittleO_one_iff]
    exact hc
  | succ n ih =>
    intro f x hf
    have hd : ∀ᶠ t in 𝓝 x, DifferentiableAt ℝ f t :=
      (hf.eventually (by simp)).mono
        fun t ht => ht.differentiableAt
          (by exact_mod_cast Nat.succ_ne_zero n)
    -- the derivative of the remainder is the remainder of the derivative
    refine isLittleO_of_deriv ?_ ?_ (ih (contDiffAt_deriv hf))
    · filter_upwards [(tendsto_shift x).eventually hd] with t ht
      have h1 : HasDerivAt (fun h => f (x + h)) (deriv f (x + t)) t :=
        HasDerivAt.comp_const_add x t ht.hasDerivAt
      have h2 : HasDerivAt (fun h : ℝ => ∑ k ∈ Finset.range (n + 1 + 1),
          iteratedDeriv k f x * h ^ k / (Nat.factorial k : ℝ))
          (∑ k ∈ Finset.range (n + 1),
            iteratedDeriv k (deriv f) x * t ^ k / (Nat.factorial k : ℝ)) t := by
        simp only [Finset.sum_range_succ' _ (n + 1), pow_zero]
        refine HasDerivAt.add_const _ (HasDerivAt.fun_sum fun k _ => ?_)
        refine (((hasDerivAt_pow (k + 1) t).const_mul (iteratedDeriv (k + 1) f x)).div_const
          (Nat.factorial (k + 1) : ℝ)).congr_deriv ?_
        have hk : (Nat.factorial k : ℝ) ≠ 0 := by positivity
        have hk1 : (k : ℝ) + 1 ≠ 0 := by positivity
        simp only [iteratedDeriv_succ', Nat.factorial_succ, Nat.add_sub_cancel, Nat.cast_mul,
          Nat.cast_add, Nat.cast_one]
        field_simp
      exact h1.fun_sub h2
    · simp only [Finset.sum_range_succ' _ (n + 1)]
      simp
```

This is Taylor's formula,
$$f(x+h)=\sum_{k=0}^{n}\frac{f^{(k)}(x)}{k!}h^k+o(h^n),$$
proved by induction. For $n=0$ it is continuity. For the step to $n+1$, differentiate the remainder of $f$ with respect to $h$: the result is the order-$n$ remainder of $f'$, which is $o(h^n)$ by the induction hypothesis `ih`. The remainder vanishes at $h=0$, so `isLittleO_of_deriv` raises the order by one.

```lean
/-- The sum of the values at `x + h` and `x - h` equals the sum of the two Taylor
polynomials up to `o(h^n)`. -/
theorem symmetric_peano (n : ℕ) {f : ℝ → ℝ} {x : ℝ} (hf : ContDiffAt ℝ (n : WithTop ℕ∞) f x) :
    (fun h => f (x + h) + f (x - h) - ∑ k ∈ Finset.range (n + 1),
      iteratedDeriv k f x * (h ^ k + (-h) ^ k) / (Nat.factorial k : ℝ))
      =o[𝓝 0] fun h : ℝ => h ^ n := by
  have hneg : Tendsto (fun h : ℝ => -h) (𝓝 0) (𝓝 0) :=
    Continuous.tendsto' continuous_neg 0 0 neg_zero
  have B : (fun h => f (x - h) - ∑ k ∈ Finset.range (n + 1),
      iteratedDeriv k f x * (-h) ^ k / (Nat.factorial k : ℝ)) =o[𝓝 0] fun h : ℝ => h ^ n := by
    have B0 := ((taylor_peano n hf).comp_tendsto hneg).trans_isBigO
      (isBigO_of_le (𝓝 0) (g := fun h : ℝ => h ^ n) fun h => by simp [norm_pow])
    simpa only [Function.comp_def, ← sub_eq_add_neg] using B0
  refine ((taylor_peano n hf).add B).congr_left fun h => ?_
  have e : ∑ k ∈ Finset.range (n + 1),
      iteratedDeriv k f x * (h ^ k + (-h) ^ k) / (Nat.factorial k : ℝ)
      = ∑ k ∈ Finset.range (n + 1), iteratedDeriv k f x * h ^ k / (Nat.factorial k : ℝ)
      + ∑ k ∈ Finset.range (n + 1), iteratedDeriv k f x * (-h) ^ k / (Nat.factorial k : ℝ) := by
    rw [← Finset.sum_add_distrib]
    exact Finset.sum_congr rfl fun k _ => by ring
  simp only [e]
  ring
```

Adding the expansions at $h$ and $-h$ produces the factors $h^k+(-h)^k$, which are zero for odd $k$ and $2h^k$ for even $k$.

```lean
private theorem tendsto_of_leading {R : ℝ → ℝ} {c : ℝ} {n : ℕ}
    (hR : (fun h => R h - c * h ^ n) =o[𝓝 0] fun h : ℝ => h ^ n) :
    Tendsto (fun h => R h / h ^ n) (𝓝[≠] 0) (𝓝 c) := by
  have t := (hR.tendsto_div_nhds_zero.mono_left
    (nhdsWithin_le_nhds (s := {(0 : ℝ)}ᶜ))).add_const c
  rw [zero_add] at t
  refine t.congr' ?_
  filter_upwards [self_mem_nhdsWithin] with h hh
  have hp : h ^ n ≠ 0 := pow_ne_zero n hh
  rw [sub_div, mul_div_assoc, div_self hp]
  ring
```

If $R(h)=c\,h^n+o(h^n)$, then $R(h)/h^n\to c$. This turns an expansion into a limit.

```lean
private theorem iter_second (y : ℝ → ℝ) (x : ℝ) (k : ℕ) :
    iteratedDeriv k (deriv (deriv y)) x = iteratedDeriv (k + 2) y x := by
  rw [show k + 2 = (k + 1) + 1 from rfl, iteratedDeriv_succ', iteratedDeriv_succ']
```

The $k$-th derivative of $y''$ is $y^{(k+2)}$.

```lean
/-- With outer weight `c`, the three-point residual divided by `h^4` tends to
`(1/12 - c)` times the fourth derivative. -/
theorem weightedResidual_limit (c : ℝ) {y : ℝ → ℝ} {x : ℝ} (hy : ContDiffAt ℝ 4 y x) :
    Tendsto (fun h => weightedResidual c y x h / h ^ 4) (𝓝[≠] 0)
      (𝓝 ((1 / 12 - c) * iteratedDeriv 4 y x)) := by
  have h4 : ContDiffAt ℝ ((4 : ℕ) : WithTop ℕ∞) y x := by exact_mod_cast hy
  have A := symmetric_peano 4 h4
  have B := symmetric_peano 2 (contDiffAt_deriv (n := 2) (contDiffAt_deriv (n := 3) h4))
  have M := ((isBigO_refl (fun h : ℝ => h ^ 2) (𝓝 0)).mul_isLittleO B).congr_right
    (g₂ := fun h : ℝ => h ^ 4) (fun h => by ring)
  have e0 : iteratedDeriv 2 y x = deriv (deriv y) x := by
    simpa only [iteratedDeriv_zero, zero_add] using (iter_second y x 0).symm
  have e2 : iteratedDeriv 2 (deriv (deriv y)) x = iteratedDeriv 4 y x := iter_second y x 2
  refine tendsto_of_leading ((A.sub (M.const_mul_left c)).congr_left fun h => ?_)
  simp only [weightedResidual, Finset.sum_range_succ, Finset.sum_range_zero,
    iteratedDeriv_zero, Nat.factorial, e0, e2]
  push_cast
  ring
```

For $y$ four times continuously differentiable at $x$,
$$y(x+h)-2y(x)+y(x-h)=h^2y''+\tfrac{h^4}{12}y^{(4)}+o(h^4),$$
with derivatives taken at $x$. The weighted second derivatives sum to $y''+c\,h^2y^{(4)}+o(h^2)$. Multiplying by $h^2$ and subtracting leaves $(1/12-c)\,h^4y^{(4)}+o(h^4)$. The weight $c=1/12$ therefore removes the $h^4$ term for every such $y$.

```lean
/-- The Numerov residual of a six times continuously differentiable function, divided by
`h^6`, tends to minus the sixth derivative over 240. -/
theorem numerovResidual_limit {y : ℝ → ℝ} {x : ℝ} (hy : ContDiffAt ℝ 6 y x) :
    Tendsto (fun h => numerovResidual y x h / h ^ 6) (𝓝[≠] 0)
      (𝓝 (-iteratedDeriv 6 y x / 240)) := by
  have h6 : ContDiffAt ℝ ((6 : ℕ) : WithTop ℕ∞) y x := by exact_mod_cast hy
  -- expand y to sixth order and y'' to fourth order
  have A := symmetric_peano 6 h6
  have B := symmetric_peano 4 (contDiffAt_deriv (n := 4) (contDiffAt_deriv (n := 5) h6))
  have M := ((isBigO_refl (fun h : ℝ => h ^ 2) (𝓝 0)).mul_isLittleO B).congr_right
    (g₂ := fun h : ℝ => h ^ 6) (fun h => by ring)
  have e0 : iteratedDeriv 2 y x = deriv (deriv y) x := by
    simpa only [iteratedDeriv_zero, zero_add] using (iter_second y x 0).symm
  have e2 : iteratedDeriv 2 (deriv (deriv y)) x = iteratedDeriv 4 y x := iter_second y x 2
  have e4 : iteratedDeriv 4 (deriv (deriv y)) x = iteratedDeriv 6 y x := iter_second y x 4
  -- the terms in h^2 and h^4 cancel
  refine tendsto_of_leading ((A.sub (M.const_mul_left (1 / 12))).congr_left fun h => ?_)
  simp only [numerovResidual, Finset.sum_range_succ, Finset.sum_range_zero,
    iteratedDeriv_zero, Nat.factorial, e0, e2, e4]
  push_cast
  ring
```

Now let $y$ be six times continuously differentiable at $x$. The two expansions, `A` and `B` in the code, give
$$y(x+h)-2y(x)+y(x-h)=h^2y''+\tfrac{h^4}{12}y^{(4)}+\tfrac{h^6}{360}y^{(6)}+o(h^6),$$
$$y''(x+h)+10y''(x)+y''(x-h)=12y''+h^2y^{(4)}+\tfrac{h^4}{12}y^{(6)}+o(h^4).$$
Multiply the second line by $h^2/12$ (`M` supplies the factor $h^2$) and subtract. The $h^2$ and $h^4$ terms cancel, and the $h^6$ coefficient is
$$\frac1{360}-\frac1{144}=-\frac1{240}.$$
The final `ring` checks this algebra.

```lean
/-- The Numerov residual is smaller than order `h^6` exactly when the sixth derivative
vanishes at the point. -/
theorem numerovResidual_higher_order_iff {y : ℝ → ℝ} {x : ℝ} (hy : ContDiffAt ℝ 6 y x) :
    Tendsto (fun h => numerovResidual y x h / h ^ 6) (𝓝[≠] 0) (𝓝 0)
      ↔ iteratedDeriv 6 y x = 0 := by
  constructor
  · intro h
    have := tendsto_nhds_unique h (numerovResidual_limit hy)
    linarith
  · intro h
    simpa [h] using numerovResidual_limit hy
```

For $y$ six times continuously differentiable at $x$, the residual is smaller than order $h^6$ exactly when $y^{(6)}(x)=0$. This follows from the previous limit, because a limit is unique.

```lean
/-- If `y'' = w y + s` near `x`, the defect of the three-term Numerov recursion, divided by
`h^6`, tends to minus the sixth derivative of `y` over 240. -/
theorem recursionDefect_limit {w s y : ℝ → ℝ} {x : ℝ} (hy : ContDiffAt ℝ 6 y x)
    (hode : ∀ᶠ r in 𝓝 x, deriv (deriv y) r = w r * y r + s r) :
    Tendsto (fun h => recursionDefect w s y x h / h ^ 6) (𝓝[≠] 0)
      (𝓝 (-iteratedDeriv 6 y x / 240)) := by
  have hm : Tendsto (fun h : ℝ => x - h) (𝓝 0) (𝓝 x) :=
    Continuous.tendsto' (by fun_prop) 0 x (by simp)
  refine (numerovResidual_limit hy).congr' ?_
  -- the differential equation replaces y'' at the three grid points
  filter_upwards [nhdsWithin_le_nhds ((tendsto_shift x).eventually hode),
    nhdsWithin_le_nhds (hm.eventually hode)] with h hp hq
  have hx := hode.self_of_nhds
  have e : numerovResidual y x h = recursionDefect w s y x h := by
    unfold numerovResidual recursionDefect
    rw [hp, hq, hx]
    ring
  rw [e]

end

end NumerovLocalError
```

The hypothesis `hode` says that $y''=wy+s$ holds throughout a neighbourhood of $x$. For small $h$ all three grid points lie in it, so $y''$ can be replaced at each. The central terms combine as
$$-2y-\tfrac{10h^2}{12}wy=-2\left(1+\tfrac{5h^2}{12}w\right)y,$$
and the residual becomes the recursion defect, with the same limit. The theorem assumes that $y$ is six times continuously differentiable at $x$ and makes no separate smoothness assumption on $w$ and $s$. Through the equation, however, $wy+s=y''$ must be four times continuously differentiable there. This excludes, for example, a point where $w$ jumps while $s$ is continuous and $y(x)\neq0$.

For radial solvers this fixes the $h^6$ coefficient of the local defect at a fixed point where $y$ is six times continuously differentiable, on a uniform grid and in exact arithmetic; it does not bound the accumulated error in an orbital or its energy.

```lean
#print axioms NumerovLocalError.weightedResidual_limit
#print axioms NumerovLocalError.numerovResidual_limit
#print axioms NumerovLocalError.numerovResidual_higher_order_iff
#print axioms NumerovLocalError.recursionDefect_limit
```

```
'NumerovLocalError.weightedResidual_limit' depends on axioms: [propext, Classical.choice, Quot.sound]
'NumerovLocalError.numerovResidual_limit' depends on axioms: [propext, Classical.choice, Quot.sound]
'NumerovLocalError.numerovResidual_higher_order_iff' depends on axioms: [propext, Classical.choice, Quot.sound]
'NumerovLocalError.recursionDefect_limit' depends on axioms: [propext, Classical.choice, Quot.sound]
```
